# The entropy of a conformer mixture and the ln n bound on its mixing term

Let conformers $i=1,\dots,n$ have probabilities $p_i$, and let conformer $i$ occupy its internal states $s$, finite in number, with probabilities $w_i(s)$. In units of Boltzmann's constant $k$, the entropy of the joint distribution $p_iw_i(s)$ is

$$S(pw)=\sum_i p_i S(w_i)-\sum_i p_i\ln p_i ,\qquad -\sum_i p_i\ln p_i\le \ln n ,$$

where $S(q)=-\sum_x q_x\ln q_x$ and $0\ln 0=0$. The bound is reached exactly when every $p_i=1/n$.

## Splitting the entropy

The joint weights are nonnegative, and they sum to $\sum_i p_i\sum_s w_i(s)=\sum_i p_i=1$. The logarithm of a product splits, so

$$S(pw)=-\sum_i p_i\ln p_i\sum_s w_i(s)-\sum_i p_i\sum_s w_i(s)\ln w_i(s).$$

Since $\sum_s w_i(s)=1$, this is the stated decomposition. Terms with zero weight vanish on both sides.

## Bounding the mixing term

Take a reference distribution with all $q_x>0$. If $p_x>0$, then $\ln(q_x/p_x)\le q_x/p_x-1$, with equality only for $q_x=p_x$. Multiplying by $p_x$ gives

$$p_x\ln q_x-p_x\ln p_x\le q_x-p_x .$$

If $p_x=0$, this reads $0\le q_x$ and is strict. Summed over $x$, the right side is zero, which gives the Gibbs inequality

$$S(p)\le-\sum_x p_x\ln q_x ,$$

with equality exactly when $p=q$. For $q_i=1/n$ the right side is $\ln n$.

## Free energies as conformer levels

Let $\tau=kT$, let $E_i(s)$ be the state energies, and let $G_i=\sum_s w_i(s)E_i(s)-\tau S(w_i)$ be the free energy of conformer $i$. Inserting the entropy decomposition gives the free energy of the mixture:

$$F=\sum_{i}p_i\sum_s w_i(s)E_i(s)-\tau S(pw)=\sum_i p_iG_i-\tau S(p).$$

Now use the reference $q_i=e^{-G_i/\tau}/Z$ with $Z=\sum_i e^{-G_i/\tau}$. The Gibbs inequality becomes $S(p)\le\sum_i p_iG_i/\tau+\ln Z$. For $\tau>0$, multiplying by $\tau$ and rearranging gives

$$F\ge-\tau\ln Z,$$

with equality exactly at $p_i=e^{-G_i/\tau}/Z$. In conformer-averaged thermochemistry with finitely many states and fixed internal distributions, the minimising populations are therefore Boltzmann weights in the free energies $G_i$. Boltzmann weights in the mean energies $\sum_s w_i(s)E_i(s)$ give the same populations exactly when all the internal entropies $S(w_i)$ are equal.

## What the Lean statements say

The conformers form a finite type `ι`, and $n$ is `Fintype.card ι`. Each conformer has its own finite type `σ i`, so the numbers of internal states may differ. A joint state is a dependent pair in `(i : ι) × σ i`, with weight `joint p w`. `IsDistribution` requires nonnegative weights with sum one, and `conformer_entropy` assumes it for `p` and for every `w i`, including those of unpopulated conformers.

The model assigns each state to exactly one conformer. Energies are attached to individual states, so a degenerate level appears once per state. The internal distributions need not be thermal. Continuous phase space and infinite sets of levels are not covered.

`freeEnergy_joint` holds for every real `τ`; `freeEnergy_ge` requires `τ > 0` and accepts arbitrary real levels `G`.

```lean
import Mathlib

open Finset

namespace ConformerEntropy

noncomputable section

variable {α ι : Type*} [Fintype α] [Fintype ι] {σ : ι → Type*} [∀ i, Fintype (σ i)]

/-- A probability distribution on a finite set of states: nonnegative weights with sum one. -/
structure IsDistribution (q : α → ℝ) : Prop where
  nonneg : ∀ x, 0 ≤ q x
  sum_one : ∑ x, q x = 1

/-- The Shannon entropy `-∑ q ln q`, in units of Boltzmann's constant. -/
def shannonEntropy (q : α → ℝ) : ℝ := -∑ x, q x * Real.log (q x)

/-- The probability `p i * w i s` of finding conformer `i` in its internal state `s`. -/
def joint (p : ι → ℝ) (w : ∀ i, σ i → ℝ) : ((i : ι) × σ i) → ℝ :=
  fun x => p x.1 * w x.1 x.2

/-- The free energy `⟨E⟩ - τ S` of a distribution `q` over levels `E`, with `τ = kT`. -/
def freeEnergy (τ : ℝ) (E q : α → ℝ) : ℝ := ∑ x, q x * E x - τ * shannonEntropy q

/-- The partition sum `∑ exp (-G / τ)` over levels `G`, for `τ ≠ 0`. -/
def partitionSum (τ : ℝ) (G : ι → ℝ) : ℝ := ∑ i, Real.exp (-G i / τ)

/-- A set of states that carries a probability distribution is not empty. -/
theorem IsDistribution.nonempty {p : ι → ℝ} (hp : IsDistribution p) : Nonempty ι := by
  by_contra h
  rw [not_nonempty_iff] at h
  have h1 := hp.sum_one
  simp at h1

/-- The joint weights of conformers and internal states form a probability distribution. -/
theorem joint_isDistribution {p : ι → ℝ} {w : ∀ i, σ i → ℝ}
    (hp : IsDistribution p) (hw : ∀ i, IsDistribution (w i)) :
    IsDistribution (joint p w) := by
  refine ⟨fun x => mul_nonneg (hp.nonneg _) ((hw _).nonneg _), ?_⟩
  have h : ∀ i, ∑ s, w i s = 1 := fun i => (hw i).sum_one
  rw [Fintype.sum_sigma]
  simp only [joint, ← Finset.mul_sum, h, mul_one]
  exact hp.sum_one

/-- The joint entropy is the population average of the internal entropies plus the entropy
of the conformer populations. -/
theorem entropy_joint (p : ι → ℝ) {w : ∀ i, σ i → ℝ} (hw : ∀ i, IsDistribution (w i)) :
    shannonEntropy (joint p w) = ∑ i, p i * shannonEntropy (w i) + shannonEntropy p := by
  have key : ∀ i, ∑ s, joint p w ⟨i, s⟩ * Real.log (joint p w ⟨i, s⟩)
      = p i * Real.log (p i) + p i * ∑ s, w i s * Real.log (w i s) := by
    intro i
    -- the logarithm of the product splits; vanishing weights contribute nothing
    have hs : ∀ s, p i * w i s * Real.log (p i * w i s)
        = p i * Real.log (p i) * w i s + p i * (w i s * Real.log (w i s)) := by
      intro s
      by_cases h1 : p i = 0
      · simp [h1]
      by_cases h2 : w i s = 0
      · simp [h2]
      rw [Real.log_mul h1 h2]
      ring
    calc _ = ∑ s, (p i * Real.log (p i) * w i s + p i * (w i s * Real.log (w i s))) :=
          Finset.sum_congr rfl fun s _ => hs s
      _ = _ := by
          rw [Finset.sum_add_distrib, ← Finset.mul_sum, ← Finset.mul_sum,
            (hw i).sum_one, mul_one]
  unfold shannonEntropy
  rw [Fintype.sum_sigma]
  simp only [key, Finset.sum_add_distrib, mul_neg, Finset.sum_neg_distrib]
  ring

/-- The strict tangent inequality for a probability `x` and a different positive reference
weight `a`. -/
theorem tangent_strict {x a : ℝ} (hx : 0 ≤ x) (ha : 0 < a) (hne : x ≠ a) :
    x * Real.log a - x * Real.log x < a - x := by
  rcases hx.eq_or_lt with h | h
  · subst h
    simpa using ha
  · have h1 := Real.log_lt_sub_one_of_pos (div_pos ha h)
      (fun e => hne ((div_eq_one_iff_eq h.ne').1 e).symm)
    rw [Real.log_div ha.ne' h.ne'] at h1
    have h2 := mul_lt_mul_of_pos_left h1 h
    have h3 : x * (a / x - 1) = a - x := by field_simp
    rw [h3, mul_sub] at h2
    exact h2

/-- Gibbs inequality: the entropy of `p` is at most `-∑ p ln q` for every positive normalised
reference `q`, with equality exactly when `p = q`. -/
theorem gibbs_inequality {p q : α → ℝ} (hp : IsDistribution p)
    (hpos : ∀ x, 0 < q x) (hsum : ∑ x, q x = 1) :
    shannonEntropy p ≤ -∑ x, p x * Real.log (q x) ∧
      (shannonEntropy p = -∑ x, p x * Real.log (q x) ↔ p = q) := by
  have le : ∀ x, p x * Real.log (q x) - p x * Real.log (p x) ≤ q x - p x := by
    intro x
    by_cases h : p x = q x
    · rw [h]
      simp
    · exact (tangent_strict (hp.nonneg x) (hpos x) h).le
  have tot : ∑ x, (q x - p x) = 0 := by
    rw [Finset.sum_sub_distrib, hsum, hp.sum_one, sub_self]
  have split : ∑ x, (p x * Real.log (q x) - p x * Real.log (p x))
      = ∑ x, p x * Real.log (q x) - ∑ x, p x * Real.log (p x) := by
    rw [Finset.sum_sub_distrib]
  constructor
  · have h := Finset.sum_le_sum fun x (_ : x ∈ Finset.univ) => le x
    rw [split, tot] at h
    unfold shannonEntropy
    linarith
  · constructor
    · intro h
      by_contra hne
      -- one differing weight already makes the summed inequality strict
      obtain ⟨x, hx⟩ := Function.ne_iff.1 hne
      have h2 := Finset.sum_lt_sum (fun y (_ : y ∈ Finset.univ) => le y)
        ⟨x, Finset.mem_univ x, tangent_strict (hp.nonneg x) (hpos x) hx⟩
      rw [split, tot] at h2
      unfold shannonEntropy at h
      linarith
    · rintro rfl
      rfl

/-- The entropy of `n` conformer populations is at most `ln n`, with equality exactly when
every population is `1 / n`. -/
theorem mixing_le_log {p : ι → ℝ} (hp : IsDistribution p) :
    shannonEntropy p ≤ Real.log (Fintype.card ι) ∧
      (shannonEntropy p = Real.log (Fintype.card ι) ↔
        ∀ i, p i = 1 / (Fintype.card ι : ℝ)) := by
  have := hp.nonempty
  have hn : (0 : ℝ) < Fintype.card ι := by exact_mod_cast Fintype.card_pos
  have hsum : ∑ _i : ι, 1 / (Fintype.card ι : ℝ) = 1 := by
    rw [Finset.sum_const, Finset.card_univ, nsmul_eq_mul]
    exact mul_one_div_cancel hn.ne'
  have hc : -∑ i, p i * Real.log (1 / (Fintype.card ι : ℝ)) = Real.log (Fintype.card ι) := by
    rw [← Finset.sum_mul, hp.sum_one, one_div, Real.log_inv]
    ring
  -- compare with the uniform distribution
  have hg : shannonEntropy p ≤ -∑ i, p i * Real.log (1 / (Fintype.card ι : ℝ)) ∧
      (shannonEntropy p = -∑ i, p i * Real.log (1 / (Fintype.card ι : ℝ)) ↔
        p = fun _ => 1 / (Fintype.card ι : ℝ)) :=
    gibbs_inequality hp (fun _ => one_div_pos.2 hn) hsum
  rw [hc] at hg
  exact ⟨hg.1, hg.2.trans funext_iff⟩

/-- The entropy of a conformer mixture is the averaged internal entropy plus the mixing term
`-∑ p ln p`; this term is at most `ln n`, with equality exactly for equal populations. -/
theorem conformer_entropy {p : ι → ℝ} {w : ∀ i, σ i → ℝ}
    (hp : IsDistribution p) (hw : ∀ i, IsDistribution (w i)) :
    shannonEntropy (joint p w)
        = ∑ i, p i * shannonEntropy (w i) - ∑ i, p i * Real.log (p i) ∧
      -∑ i, p i * Real.log (p i) ≤ Real.log (Fintype.card ι) ∧
      (-∑ i, p i * Real.log (p i) = Real.log (Fintype.card ι) ↔
        ∀ i, p i = 1 / (Fintype.card ι : ℝ)) := by
  refine ⟨?_, (mixing_le_log hp).1, (mixing_le_log hp).2⟩
  rw [entropy_joint p hw, sub_eq_add_neg]
  rfl

/-- The free energy of the mixture is that of a system whose levels are the free energies of
the individual conformers. -/
theorem freeEnergy_joint (τ : ℝ) (p : ι → ℝ) {w : ∀ i, σ i → ℝ} (E : ∀ i, σ i → ℝ)
    (hw : ∀ i, IsDistribution (w i)) :
    freeEnergy τ (fun x : (i : ι) × σ i => E x.1 x.2) (joint p w)
      = freeEnergy τ (fun i => freeEnergy τ (E i) (w i)) p := by
  have h1 : ∑ x : (i : ι) × σ i, joint p w x * E x.1 x.2
      = ∑ i, p i * ∑ s, w i s * E i s := by
    rw [Fintype.sum_sigma]
    simp only [joint, Finset.mul_sum, mul_assoc]
  have h2 : ∑ i, p i * (∑ s, w i s * E i s - τ * shannonEntropy (w i))
      = ∑ i, p i * ∑ s, w i s * E i s - τ * ∑ i, p i * shannonEntropy (w i) := by
    rw [Finset.mul_sum, ← Finset.sum_sub_distrib]
    exact Finset.sum_congr rfl fun i _ => by ring
  simp only [freeEnergy]
  rw [h1, h2, entropy_joint p hw]
  ring

/-- For `τ > 0` the free energy over levels `G` is at least `-τ ln ∑ exp (-G / τ)`, with
equality exactly for the Boltzmann populations. -/
theorem freeEnergy_ge {τ : ℝ} (hτ : 0 < τ) (G : ι → ℝ) {p : ι → ℝ} (hp : IsDistribution p) :
    -τ * Real.log (partitionSum τ G) ≤ freeEnergy τ G p ∧
      (freeEnergy τ G p = -τ * Real.log (partitionSum τ G) ↔
        p = fun i => Real.exp (-G i / τ) / partitionSum τ G) := by
  have := hp.nonempty
  have hZ : 0 < partitionSum τ G :=
    Finset.sum_pos (fun _ _ => Real.exp_pos _) Finset.univ_nonempty
  have hsum : ∑ i, Real.exp (-G i / τ) / partitionSum τ G = 1 := by
    rw [← Finset.sum_div]
    exact div_self hZ.ne'
  have hterm : ∀ i, p i * Real.log (Real.exp (-G i / τ) / partitionSum τ G)
      = p i * G i * (-τ⁻¹) - p i * Real.log (partitionSum τ G) := by
    intro i
    rw [Real.log_div (Real.exp_ne_zero _) hZ.ne', Real.log_exp]
    ring
  have hc : -∑ i, p i * Real.log (Real.exp (-G i / τ) / partitionSum τ G)
      = (∑ i, p i * G i) / τ + Real.log (partitionSum τ G) := by
    rw [Finset.sum_congr rfl fun i _ => hterm i, Finset.sum_sub_distrib,
      ← Finset.sum_mul, ← Finset.sum_mul, hp.sum_one]
    ring
  -- compare with the Boltzmann distribution
  have hg : shannonEntropy p
        ≤ -∑ i, p i * Real.log (Real.exp (-G i / τ) / partitionSum τ G) ∧
      (shannonEntropy p = -∑ i, p i * Real.log (Real.exp (-G i / τ) / partitionSum τ G) ↔
        p = fun i => Real.exp (-G i / τ) / partitionSum τ G) :=
    gibbs_inequality hp (fun _ => div_pos (Real.exp_pos _) hZ) hsum
  rw [hc] at hg
  have e : τ * ((∑ i, p i * G i) / τ + Real.log (partitionSum τ G))
      = ∑ i, p i * G i + τ * Real.log (partitionSum τ G) := by
    rw [mul_add, mul_div_cancel₀ _ hτ.ne']
  unfold freeEnergy
  refine ⟨?_, Iff.trans ⟨fun h => ?_, fun h => ?_⟩ hg.2⟩
  · have h := mul_le_mul_of_nonneg_left hg.1 hτ.le
    rw [e] at h
    linarith
  · apply mul_left_cancel₀ hτ.ne'
    rw [e]
    linarith
  · have h2 : τ * shannonEntropy p
        = ∑ i, p i * G i + τ * Real.log (partitionSum τ G) := by rw [h, e]
    linarith

end

end ConformerEntropy
```

```lean
#print axioms ConformerEntropy.joint_isDistribution
#print axioms ConformerEntropy.conformer_entropy
#print axioms ConformerEntropy.freeEnergy_joint
#print axioms ConformerEntropy.freeEnergy_ge
```

```
'ConformerEntropy.joint_isDistribution' depends on axioms: [propext, Classical.choice, Quot.sound]
'ConformerEntropy.conformer_entropy' depends on axioms: [propext, Classical.choice, Quot.sound]
'ConformerEntropy.freeEnergy_joint' depends on axioms: [propext, Classical.choice, Quot.sound]
'ConformerEntropy.freeEnergy_ge' depends on axioms: [propext, Classical.choice, Quot.sound]
```

## How the proof follows the derivation

`joint_isDistribution` checks normalisation by turning the sum over pairs into a double sum. `entropy_joint` does the same for the entropy. Its inner claim `hs` treats `p i = 0` and `w i s = 0` separately, then splits the logarithm with `Real.log_mul`; `key` sums over `s` using normalisation.

`tangent_strict` is the termwise inequality for $p_x\ne q_x$, with the zero-probability case handled first. `gibbs_inequality` sums it. For the equality case, it supposes $p\ne q$ and picks a state where they differ; `Finset.sum_lt_sum` then makes the total strict, contradicting equality.

`mixing_le_log` inserts the uniform reference, with `IsDistribution.nonempty` ensuring $n>0$. `conformer_entropy` joins this bound to the decomposition.

`freeEnergy_joint` regroups the energy sum and applies `entropy_joint`. `freeEnergy_ge` inserts the Boltzmann reference: `hterm` expands its logarithm, `hc` sums the result, and multiplication by the positive `τ` carries both the inequality and its equality case over to the free energy.
